# At fixed densities with equal total exchange weight, shifted in the molecule to lower reduced gradients, a steeper enhancement factor never strengthens exchange binding

PBE tends to bind molecules and adsorbates too strongly. Its relatives revPBE and RPBE change only how fast exchange grows with the density gradient, and they usually bind less. Which distributions of gradients in molecule and atoms guarantee that the exchange part of the binding does not increase?

For a density without spin polarisation, a generalized-gradient (GGA) exchange energy of the PBE type multiplies the local-density exchange energy at each point by an enhancement factor $F(s)$. Here $s=|\nabla\rho|/(2k_F\rho)$ is the reduced gradient, with density $\rho$ and $k_F=(3\pi^2\rho)^{1/3}$. Sort the integration points of molecule and atoms into common bins of increasing $s$, each bin holding a single value of $s$. For each system, let the weight of a bin be the magnitude of the local-density exchange energy from its points there. In a spin-polarised system, such as an open-shell atom, each spin density $\rho_\sigma$ contributes its own points: $s$ is computed from the density $2\rho_\sigma$, and the weight is half the local-density exchange energy of $2\rho_\sigma$ in magnitude. The guarantee below holds at fixed densities. It assumes equal total weights for molecule and atoms, and at least as much molecular as atomic weight below every bin. For RPBE it also needs an upper limit on the reduced gradients.

```lean
import Mathlib

open Finset

namespace LargeGradientExchange

noncomputable section
```

Bins are numbered $0,\dots,n-1$, which Lean writes as `range n` in sums and `Set.Iio n` in conditions. Weights and gradients are functions `ℕ → ℝ`, of which only the first $n$ values matter.

## Energies and enhancement factors

```lean
/-- Exchange energy of a system with local exchange weights `w i` in `n` bins of reduced
gradient `s i`, for the enhancement factor `F`. -/
def exchangeEnergy (n : ℕ) (w s : ℕ → ℝ) (F : ℝ → ℝ) : ℝ :=
  -∑ i ∈ range n, w i * F (s i)
```

This is $E[F]=-\sum_{i<n}w_iF(s_i)$. Physical weights are nonnegative, but no theorem needs that.

```lean
/-- Exchange part of the binding energy: separated atoms (weights `a`) minus molecule
(weights `m`). -/
def exchangeBinding (n : ℕ) (m a s : ℕ → ℝ) (F : ℝ → ℝ) : ℝ :=
  exchangeEnergy n a s F - exchangeEnergy n m s F
```

With molecular weights $m_i$ and atomic weights $a_i$, the exchange binding is

$$B[F]=E_{\text{atoms}}-E_{\text{molecule}}=\sum_{i<n}m_iF(s_i)-\sum_{i<n}a_iF(s_i).$$

A positive value favours the molecule. The same weights serve every $F$, so the densities are held fixed. Passing to self-consistent calculations, where each functional changes the density, is a step that the hypotheses leave open.

```lean
/-- The PBE form of the enhancement factor, for `κ > 0` and `μ ≥ 0`; revPBE has the same form
with a larger `κ`. -/
def pbe (μ κ s : ℝ) : ℝ := 1 + κ - κ / (1 + μ * s ^ 2 / κ)
```

This is $F(s)=1+\kappa-\kappa/(1+\mu s^2/\kappa)$. The constant $\mu$ sets the quadratic growth at small gradients, and $\kappa$ sets the ceiling $1+\kappa$, which PBE chooses to respect a local form of the Lieb–Oxford bound. revPBE raises $\kappa$.

```lean
/-- The RPBE enhancement factor, for `κ > 0`. -/
def rpbe (μ κ s : ℝ) : ℝ := 1 + κ * (1 - Real.exp (-(μ * s ^ 2 / κ)))
```

RPBE uses $F(s)=1+\kappa(1-e^{-\mu s^2/\kappa})$, with the same small-gradient growth and the same ceiling.

## From cumulative weights to binding

```lean
/-- Summation by parts: a weighted sum over bins expressed through the cumulative weights and
the increments of `d` from bin to bin. -/
theorem sum_by_parts (w d : ℕ → ℝ) (n : ℕ) :
    ∑ i ∈ range (n + 1), w i * d i = (∑ i ∈ range (n + 1), w i) * d n
      - ∑ k ∈ range n, (∑ i ∈ range (k + 1), w i) * (d (k + 1) - d k) := by
  induction n with
  | zero => simp
  | succ n ih =>
    rw [Finset.sum_range_succ (fun i => w i * d i) (n + 1), ih,
      Finset.sum_range_succ (fun i => w i) (n + 1),
      Finset.sum_range_succ (fun k => (∑ i ∈ range (k + 1), w i) * (d (k + 1) - d k)) n]
    ring
```

Write $W_k=\sum_{i<k}w_i$ for the weight below bin $k$. For $n+1$ bins the theorem says

$$\sum_{i=0}^{n}w_id_i=W_{n+1}d_n-\sum_{k=0}^{n-1}W_{k+1}(d_{k+1}-d_k).$$

The proof is by induction. For $n=0$ both sides are $w_0d_0$. Adding bin $n+1$ adds $w_{n+1}d_{n+1}$ on the left. On the right it adds

$$W_{n+2}d_{n+1}-W_{n+1}d_n-W_{n+1}(d_{n+1}-d_n)=(W_{n+2}-W_{n+1})d_{n+1},$$

which is the same number. In Lean, `Finset.sum_range_succ` splits off the last terms and `ring` does this algebra.

```lean
/-- If molecule and atoms have equal total weight and every molecular cumulative sum is at least
the atomic one, the molecular weighted sum of a nondecreasing `d` is at most the atomic one. -/
theorem weighted_sum_le {n : ℕ} {m a : ℕ → ℝ} (d : ℕ → ℝ)
    (htot : ∑ i ∈ range n, m i = ∑ i ∈ range n, a i)
    (hcum : ∀ k < n, ∑ i ∈ range k, a i ≤ ∑ i ∈ range k, m i)
    (hd : MonotoneOn d (Set.Iio n)) :
    ∑ i ∈ range n, m i * d i ≤ ∑ i ∈ range n, a i * d i := by
  cases n with
  | zero => simp
  | succ N =>
    -- compare the two sums by parts, increment by increment
    have hk : ∑ k ∈ range N, (∑ i ∈ range (k + 1), a i) * (d (k + 1) - d k)
        ≤ ∑ k ∈ range N, (∑ i ∈ range (k + 1), m i) * (d (k + 1) - d k) := by
      apply Finset.sum_le_sum
      intro k hk
      have hk' := Finset.mem_range.mp hk
      have h1 : d k ≤ d (k + 1) :=
        hd (Set.mem_Iio.mpr (by omega)) (Set.mem_Iio.mpr (by omega)) (Nat.le_succ k)
      exact mul_le_mul_of_nonneg_right (hcum (k + 1) (by omega)) (sub_nonneg.mpr h1)
    rw [sum_by_parts m d N, sum_by_parts a d N, htot]
    linarith
```

The names before the colons label hypotheses: `htot` is equality of the totals, `hcum` is $A_k\le M_k$ for every $k<n$, and `hd` says that $d$ is nondecreasing over the bins. Here $M_k$ and $A_k$ are the cumulative molecular and atomic weights.

With no bins, both sums are zero. Otherwise put $n=N+1$ and subtract the two sums by parts. The totals cancel, leaving

$$\sum_{i\le N}m_id_i-\sum_{i\le N}a_id_i=-\sum_{k<N}(M_{k+1}-A_{k+1})(d_{k+1}-d_k)\le0,$$

because both factors in each product are nonnegative. The intermediate statement `hk` compares the sums increment by increment, and `linarith` combines the inequalities.

```lean
/-- Changing the enhancement factor from `F₁` to `F₂` changes the exchange binding by the
molecular minus the atomic weighted sum of `F₂ - F₁`. -/
theorem binding_sub (n : ℕ) (m a s : ℕ → ℝ) (F₁ F₂ : ℝ → ℝ) :
    exchangeBinding n m a s F₂ - exchangeBinding n m a s F₁
      = ∑ i ∈ range n, m i * (F₂ (s i) - F₁ (s i))
        - ∑ i ∈ range n, a i * (F₂ (s i) - F₁ (s i)) := by
  simp only [exchangeBinding, exchangeEnergy, mul_sub, Finset.sum_sub_distrib]
  ring
```

Substituting the definition of $B$ gives

$$B[F_2]-B[F_1]=\sum_{i<n}m_iD(s_i)-\sum_{i<n}a_iD(s_i),\qquad D=F_2-F_1.$$

```lean
/-- Let the total weights agree and every molecular cumulative sum be at least the atomic one.
If `F₂ - F₁` is nondecreasing on a set `S` containing the ordered bins, then `F₂` gives no more
exchange binding than `F₁`. -/
theorem binding_le {n : ℕ} {m a s : ℕ → ℝ} {F₁ F₂ : ℝ → ℝ} {S : Set ℝ}
    (hs : MonotoneOn s (Set.Iio n)) (hS : ∀ i < n, s i ∈ S)
    (hD : MonotoneOn (fun x => F₂ x - F₁ x) S)
    (htot : ∑ i ∈ range n, m i = ∑ i ∈ range n, a i)
    (hcum : ∀ k < n, ∑ i ∈ range k, a i ≤ ∑ i ∈ range k, m i) :
    exchangeBinding n m a s F₂ ≤ exchangeBinding n m a s F₁ := by
  rw [← sub_nonpos, binding_sub]
  exact sub_nonpos.mpr (weighted_sum_le (fun i => F₂ (s i) - F₁ (s i)) htot hcum
    (fun i hi j hj hij => hD (hS i hi) (hS j hj) (hs hi hj hij)))
```

This is the main theorem. The set $S$ contains all the bin gradients, and $D$ need be nondecreasing only there. Since $s_i$ is nondecreasing in $i$, so is $d_i=D(s_i)$, and the previous two results give $B[F_2]\le B[F_1]$. The last line of the proof composes the two monotonicities. Bins may share the same $s$.

Equal totals have a physical meaning: for $F=1$, which is local-density exchange, the exchange binding is zero. A real molecule generally does not satisfy this exactly.

The same summation, started from the top bin, gives a neighbouring result with a weaker condition on the totals. Let $T_k=\sum_{k\le i<n}w_i$ be the weight from bin $k$ upward. For $n\ge1$,

$$\sum_{i<n}w_id_i=T_0d_0+\sum_{k=1}^{n-1}T_k(d_k-d_{k-1}).$$

If $d_0\ge0$, $d$ is nondecreasing, and every molecular $T_k$ is at most the atomic one, then again $B[F_2]\le B[F_1]$. The condition at $k=0$ still excludes every molecule that local-density exchange favours over its atoms. This variant is argued here and has not been formalised.

## What the ordering of bindings says about the weights

```lean
/-- Converse for strictly increasing bins: if every `F₂` with `F₂ - F₁` nondecreasing gives no
more exchange binding than `F₁`, then the total weights agree and every molecular cumulative sum
is at least the atomic one. -/
theorem cumulative_of_binding_le {n : ℕ} {m a s : ℕ → ℝ} (F₁ : ℝ → ℝ)
    (hs : StrictMonoOn s (Set.Iio n))
    (h : ∀ F₂ : ℝ → ℝ, Monotone (fun x => F₂ x - F₁ x) →
      exchangeBinding n m a s F₂ ≤ exchangeBinding n m a s F₁) :
    ∑ i ∈ range n, m i = ∑ i ∈ range n, a i ∧
      ∀ k < n, ∑ i ∈ range k, a i ≤ ∑ i ∈ range k, m i := by
  have key : ∀ D : ℝ → ℝ, Monotone D →
      ∑ i ∈ range n, m i * D (s i) ≤ ∑ i ∈ range n, a i * D (s i) := by
    intro D hD
    have h1 := h (fun x => F₁ x + D x) (by simpa using hD)
    rw [← sub_nonpos, binding_sub] at h1
    simpa using h1
  refine ⟨le_antisymm ?_ ?_, ?_⟩
  · simpa using key (fun _ => 1) monotone_const
  · simpa using key (fun _ => -1) monotone_const
  · intro k hk
    -- a step at bin `k` picks out the cumulative sum below it
    have hD : Monotone (fun x : ℝ => if x < s k then (-1 : ℝ) else 0) := by
      intro x y hxy
      dsimp only
      split_ifs <;> linarith
    have e : ∀ w : ℕ → ℝ, ∑ i ∈ range n, w i * (if s i < s k then (-1 : ℝ) else 0)
        = -∑ i ∈ range k, w i := by
      intro w
      have hsub : range k ⊆ range n := fun i hi =>
        Finset.mem_range.mpr (lt_trans (Finset.mem_range.mp hi) hk)
      have hz : ∀ i ∈ range n, i ∉ range k →
          w i * (if s i < s k then (-1 : ℝ) else 0) = 0 := by
        intro i hi hik
        have hki : k ≤ i := by simpa using hik
        have h1 : s k ≤ s i := hs.monotoneOn (Set.mem_Iio.mpr hk)
          (Set.mem_Iio.mpr (Finset.mem_range.mp hi)) hki
        rw [if_neg (not_lt_of_ge h1), mul_zero]
      rw [← Finset.sum_subset hsub hz, ← Finset.sum_neg_distrib]
      apply Finset.sum_congr rfl
      intro i hi
      have hik := Finset.mem_range.mp hi
      rw [if_pos (hs (Set.mem_Iio.mpr (hik.trans hk)) (Set.mem_Iio.mpr hk) hik)]
      ring
    have h2 := key _ hD
    simp only [e] at h2
    linarith
```

Fix $F_1$ and let the bins increase strictly. Suppose that every $F_2$ with $F_2-F_1$ nondecreasing on the whole real line satisfies $B[F_2]\le B[F_1]$. Then the totals agree and the cumulative sums are ordered.

The statement `key` turns the assumption into $\sum m_iD(s_i)\le\sum a_iD(s_i)$ for each nondecreasing $D$. Taking $D=1$ gives $M_n\le A_n$, and $D=-1$ gives the reverse. For $k<n$, take $D(x)=-1$ when $x<s_k$ and $D(x)=0$ otherwise. Exactly the bins below $k$ contribute, so $-M_k\le-A_k$, which is $A_k\le M_k$. In Lean, `e` evaluates this step-function sum.

The assumption ranges over mathematical test functions, including steps and nonzero constant shifts, which never turn one of the PBE or RPBE factors above into another. Weaker binding from one particular functional does not establish the ordering.

## Raising the PBE ceiling

```lean
/-- For `μ ≥ 0` and `0 < κ₁ ≤ κ₂`, the PBE form with `κ₂` minus that with `κ₁` is nondecreasing
in the reduced gradient `s ≥ 0`. -/
theorem pbe_sub_monotoneOn {μ κ₁ κ₂ : ℝ} (hμ : 0 ≤ μ) (h₁ : 0 < κ₁) (h₁₂ : κ₁ ≤ κ₂) :
    MonotoneOn (fun s => pbe μ κ₂ s - pbe μ κ₁ s) (Set.Ici 0) := by
  intro x hx y hy hxy
  have hx0 : 0 ≤ x := hx
  have h₂ : 0 < κ₂ := lt_of_lt_of_le h₁ h₁₂
  have hu : 0 ≤ μ * x ^ 2 := by positivity
  have hv : 0 ≤ μ * y ^ 2 := by positivity
  have huv : μ * x ^ 2 ≤ μ * y ^ 2 := by gcongr
  -- the increment of the PBE form between two gradients, in product form
  have inc : ∀ κ : ℝ, 0 < κ → pbe μ κ y - pbe μ κ x
      = (μ * y ^ 2 - μ * x ^ 2) * (κ / (κ + μ * x ^ 2) * (κ / (κ + μ * y ^ 2))) := by
    intro κ hκ
    have e : ∀ u : ℝ, κ / (1 + u / κ) = κ * κ / (κ + u) := by
      intro u
      have h : 1 + u / κ = (κ + u) / κ := by rw [add_div, div_self hκ.ne']
      rw [h, div_div_eq_mul_div]
    have hx' : κ + μ * x ^ 2 ≠ 0 := by positivity
    have hy' : κ + μ * y ^ 2 ≠ 0 := by positivity
    unfold pbe
    rw [e, e]
    field_simp
    ring
  have ratio : ∀ u : ℝ, 0 ≤ u → κ₁ / (κ₁ + u) ≤ κ₂ / (κ₂ + u) := by
    intro u hu
    rw [div_le_div_iff₀ (by positivity) (by positivity)]
    nlinarith [mul_le_mul_of_nonneg_right h₁₂ hu]
  have h := mul_le_mul_of_nonneg_left
    (mul_le_mul (ratio _ hu) (ratio _ hv) (by positivity) (by positivity))
    (sub_nonneg.mpr huv)
  rw [← inc κ₁ h₁, ← inc κ₂ h₂] at h
  dsimp only
  linarith
```

Let $0\le x\le y$, $u=\mu x^2$ and $v=\mu y^2$. Since $\kappa/(1+u/\kappa)=\kappa^2/(\kappa+u)$, the PBE form grows between $x$ and $y$ by

$$\frac{\kappa^2}{\kappa+u}-\frac{\kappa^2}{\kappa+v}=(v-u)\,\frac{\kappa}{\kappa+u}\,\frac{\kappa}{\kappa+v}.$$

Each fraction is nondecreasing in $\kappa$: the inequality $\kappa_1/(\kappa_1+u)\le\kappa_2/(\kappa_2+u)$ reduces to $\kappa_1u\le\kappa_2u$. The larger $\kappa$ therefore gives at least as large an increment, so the difference is nondecreasing for all $s\ge0$. The steps `inc` and `ratio` are these two calculations.

## RPBE against PBE at moderate gradients

```lean
/-- The function `1 / (1 + t) - exp (-t)` is nondecreasing for `0 ≤ t ≤ 2`. -/
theorem gap_monotoneOn :
    MonotoneOn (fun t : ℝ => 1 / (1 + t) - Real.exp (-t)) (Set.Icc 0 2) := by
  -- convexity of the exponential gives `exp t ≤ (1 + t) ^ 2`
  have hexp : ∀ t : ℝ, 0 ≤ t → t ≤ 2 → Real.exp t ≤ (1 + t) ^ 2 := by
    intro t h0 h2
    have hc := convexOn_exp.2 (Set.mem_univ (0 : ℝ)) (Set.mem_univ (1 : ℝ))
      (show 0 ≤ 1 - t / 2 by linarith) (show 0 ≤ t / 2 by linarith) (by ring)
    simp only [smul_eq_mul, mul_zero, mul_one, zero_add, Real.exp_zero] at hc
    have he : 0 ≤ 3 - Real.exp 1 := by linarith [Real.exp_one_lt_d9]
    have h : Real.exp (t / 2) ≤ 1 + t := by nlinarith [mul_nonneg h0 he]
    calc Real.exp t = Real.exp (t / 2) ^ 2 := by rw [sq, ← Real.exp_add, add_halves]
      _ ≤ (1 + t) ^ 2 := pow_le_pow_left₀ (Real.exp_pos _).le h 2
  have hd : ∀ t : ℝ, 0 ≤ t → HasDerivAt (fun t : ℝ => 1 / (1 + t) - Real.exp (-t))
      (Real.exp (-t) - 1 / (1 + t) ^ 2) t := by
    intro t ht
    have h1 : HasDerivAt (fun t : ℝ => 1 + t) 1 t := (hasDerivAt_id' t).const_add 1
    have h2 := (hasDerivAt_const t (1 : ℝ)).fun_div h1 (by positivity)
    have h3 := (hasDerivAt_id' t).fun_neg.exp
    exact (h2.fun_sub h3).congr_deriv (by ring)
  apply monotoneOn_of_deriv_nonneg (convex_Icc 0 2)
  · exact fun t ht => (hd t ht.1).continuousAt.continuousWithinAt
  · rw [interior_Icc]
    exact fun t ht => (hd t ht.1.le).differentiableAt.differentiableWithinAt
  · rw [interior_Icc]
    intro t ht
    rw [(hd t ht.1.le).deriv, sub_nonneg, Real.exp_neg, ← one_div]
    exact one_div_le_one_div_of_le (Real.exp_pos t) (hexp t ht.1.le ht.2.le)
```

The derivative of $1/(1+t)-e^{-t}$ is $e^{-t}-1/(1+t)^2$, which is nonnegative when $e^t\le(1+t)^2$. For $0\le t\le2$, convexity of the exponential on $[0,1]$ gives

$$e^{t/2}\le(1-t/2)+(t/2)e\le1+t,$$

since $e\le3$. Squaring gives the required bound. Lean proves it as `hexp`, computes the derivative in `hd`, and concludes with the theorem that a nonnegative derivative implies monotonicity.

```lean
/-- For `μ ≥ 0`, `κ > 0`, RPBE minus PBE is nondecreasing in the reduced gradient over the range
`s ≥ 0`, `μ s² ≤ 2 κ`. -/
theorem rpbe_sub_pbe_monotoneOn {μ κ : ℝ} (hμ : 0 ≤ μ) (hκ : 0 < κ) :
    MonotoneOn (fun s => rpbe μ κ s - pbe μ κ s) {s | 0 ≤ s ∧ μ * s ^ 2 ≤ 2 * κ} := by
  intro x hx y hy hxy
  have hx0 : 0 ≤ x := hx.1
  have e : ∀ s, rpbe μ κ s - pbe μ κ s
      = κ * (1 / (1 + μ * s ^ 2 / κ) - Real.exp (-(μ * s ^ 2 / κ))) := by
    intro s
    unfold rpbe pbe
    ring
  have hle : μ * x ^ 2 / κ ≤ μ * y ^ 2 / κ := by gcongr
  have h := gap_monotoneOn
    ⟨by positivity, (div_le_iff₀ hκ).mpr hx.2⟩
    ⟨by positivity, (div_le_iff₀ hκ).mpr hy.2⟩ hle
  simp only [e]
  exact mul_le_mul_of_nonneg_left h hκ.le
```

With $t=\mu s^2/\kappa$,

$$F_{\text{RPBE}}-F_{\text{PBE}}=\kappa\left(\frac1{1+t}-e^{-t}\right).$$

As $s$ grows, so does $t$, and the condition $\mu s^2\le2\kappa$ is $t\le2$. Some upper limit is needed when $\mu>0$: the difference is positive for $t>0$ but returns to zero as $t\to\infty$.

## The two binding inequalities

```lean
/-- With equal total weights and every molecular cumulative sum at least the atomic one, raising
`κ` in the PBE form (`μ ≥ 0`, `0 < κ₁ ≤ κ₂`, ordered bins `s i ≥ 0`), as revPBE does, never
increases the exchange binding. -/
theorem revPBE_binding_le {n : ℕ} {m a s : ℕ → ℝ} {μ κ₁ κ₂ : ℝ}
    (hμ : 0 ≤ μ) (h₁ : 0 < κ₁) (h₁₂ : κ₁ ≤ κ₂)
    (hs : MonotoneOn s (Set.Iio n)) (hs0 : ∀ i < n, 0 ≤ s i)
    (htot : ∑ i ∈ range n, m i = ∑ i ∈ range n, a i)
    (hcum : ∀ k < n, ∑ i ∈ range k, a i ≤ ∑ i ∈ range k, m i) :
    exchangeBinding n m a s (pbe μ κ₂) ≤ exchangeBinding n m a s (pbe μ κ₁) :=
  binding_le hs hs0 (pbe_sub_monotoneOn hμ h₁ h₁₂) htot hcum
```

For density-functional practice, this says that revPBE gives no more exchange binding than PBE at fixed densities when the weights meet the two conditions. The proof inserts the monotone difference into `binding_le`, with $S=[0,\infty)$. Correlation and the other energy terms do not enter.

```lean
/-- With equal total weights and every molecular cumulative sum at least the atomic one, RPBE
gives no more exchange binding than PBE with the same `μ ≥ 0` and `κ > 0`, if the ordered bins
satisfy `s i ≥ 0` and `μ (s i)² ≤ 2 κ`. -/
theorem RPBE_binding_le {n : ℕ} {m a s : ℕ → ℝ} {μ κ : ℝ} (hμ : 0 ≤ μ) (hκ : 0 < κ)
    (hs : MonotoneOn s (Set.Iio n)) (hS : ∀ i < n, 0 ≤ s i ∧ μ * s i ^ 2 ≤ 2 * κ)
    (htot : ∑ i ∈ range n, m i = ∑ i ∈ range n, a i)
    (hcum : ∀ k < n, ∑ i ∈ range k, a i ≤ ∑ i ∈ range k, m i) :
    exchangeBinding n m a s (rpbe μ κ) ≤ exchangeBinding n m a s (pbe μ κ) :=
  binding_le hs hS (rpbe_sub_pbe_monotoneOn hμ hκ) htot hcum

end

end LargeGradientExchange
```

The same holds for RPBE against PBE with equal $\mu$ and $\kappa$, provided every bin also satisfies $\mu s_i^2\le2\kappa$. In the exponential tail of a molecular or atomic density, $s$ grows without limit, so the theorem applies to a sum from which those far points have been left out, and the conditions on the weights must hold for the points that remain.

```lean
#print axioms LargeGradientExchange.cumulative_of_binding_le
#print axioms LargeGradientExchange.revPBE_binding_le
#print axioms LargeGradientExchange.RPBE_binding_le
```

```
'LargeGradientExchange.cumulative_of_binding_le' depends on axioms: [propext, Classical.choice, Quot.sound]
'LargeGradientExchange.revPBE_binding_le' depends on axioms: [propext, Classical.choice, Quot.sound]
'LargeGradientExchange.RPBE_binding_le' depends on axioms: [propext, Classical.choice, Quot.sound]
```
